# Compressive nominal stress in a quadratic Green-strain bar peaks at stretch $1/\sqrt3$

Let $s$ be the stretch of a bar, its current length divided by its reference length, and let $E=(s^2-1)/2$ be its Green strain. The energy per unit reference volume is $W=kE^2/2=k(s^2-1)^2/8$ with stiffness $k>0$, and the nominal stress $P=dW/ds$, force per unit reference area, is positive in tension.

In Lean 4 with Mathlib:

```lean
import Mathlib

open Set Filter Topology

namespace GreenStrainSoftening

noncomputable section

/-- Green strain of a bar with stretch `s`. -/
def greenStrain (s : ℝ) : ℝ := (s ^ 2 - 1) / 2

/-- Elastic energy quadratic in the Green strain, with stiffness `k`. -/
def energy (k s : ℝ) : ℝ := k * greenStrain s ^ 2 / 2

/-- Nominal stress: the derivative of the energy with respect to the stretch. -/
def nominalStress (k s : ℝ) : ℝ := deriv (energy k) s

/-- The critical stretch `1/√3`. -/
def criticalStretch : ℝ := 1 / √3

lemma criticalStretch_pos : 0 < criticalStretch := by
  unfold criticalStretch
  positivity

lemma criticalStretch_sq : 3 * criticalStretch ^ 2 = 1 := by
  unfold criticalStretch
  rw [div_pow, Real.sq_sqrt (by norm_num)]
  norm_num

/-- The energy has derivative `k s (s² - 1) / 2` at every stretch `s`. -/
theorem energy_hasDerivAt (k s : ℝ) :
    HasDerivAt (energy k) (k * s * (s ^ 2 - 1) / 2) s := by
  have h1 := (((hasDerivAt_id' s).fun_mul (hasDerivAt_id' s)).sub_const 1).div_const 2
  have h2 := ((h1.fun_mul h1).const_mul k).div_const 2
  have e : energy k = fun x => k * (((x * x - 1) / 2) * ((x * x - 1) / 2)) / 2 := by
    funext x
    simp only [energy, greenStrain]
    ring
  rw [e]
  exact h2.congr_deriv (by try dsimp only
                           ring)

/-- The nominal stress at stretch `s` is `k s (s² - 1) / 2`. -/
theorem nominalStress_eq (k s : ℝ) : nominalStress k s = k * s * (s ^ 2 - 1) / 2 :=
  (energy_hasDerivAt k s).deriv

lemma nominalStress_continuous (k : ℝ) : Continuous (nominalStress k) := by
  have e : nominalStress k = fun s => k * s * (s ^ 2 - 1) / 2 :=
    funext (nominalStress_eq k)
  rw [e]
  fun_prop

/-- The nominal stress strictly decreases over positive stretches up to `1/√3`, strictly increases
from there on, and tends to zero as the bar is compressed to zero length. -/
theorem nominalStress_softening {k : ℝ} (hk : 0 < k) :
    StrictAntiOn (nominalStress k) (Ioc 0 criticalStretch) ∧
    StrictMonoOn (nominalStress k) (Ici criticalStretch) ∧
    Tendsto (nominalStress k) (𝓝[>] 0) (𝓝 0) := by
  have hc := criticalStretch_pos
  have hsq := criticalStretch_sq
  -- the stress difference factors, with `t - s` as one of the factors
  have diff : ∀ s t : ℝ, nominalStress k t - nominalStress k s
      = k * (t - s) * (t ^ 2 + t * s + s ^ 2 - 1) / 2 := by
    intro s t
    rw [nominalStress_eq, nominalStress_eq]
    ring
  refine ⟨?_, ?_, ?_⟩
  · intro s hs t ht hst
    have hs0 : 0 < s := hs.1
    have ht1 : t ≤ criticalStretch := ht.2
    have a1 : t ^ 2 ≤ criticalStretch ^ 2 := by nlinarith
    have a2 : t * s < t ^ 2 := by nlinarith
    have a3 : s ^ 2 < t ^ 2 := by nlinarith
    have h := mul_pos (mul_pos hk (sub_pos.2 hst))
      (show 0 < 1 - (t ^ 2 + t * s + s ^ 2) by linarith)
    have d := diff s t
    nlinarith [h, d]
  · intro s hs t _ hst
    have hs1 : criticalStretch ≤ s := hs
    have a1 : criticalStretch ^ 2 ≤ s ^ 2 := by nlinarith
    have a2 : s ^ 2 < t * s := by nlinarith
    have a3 : s ^ 2 < t ^ 2 := by nlinarith
    have h := mul_pos (mul_pos hk (sub_pos.2 hst))
      (show 0 < t ^ 2 + t * s + s ^ 2 - 1 by linarith)
    have d := diff s t
    linarith
  · have h := (nominalStress_continuous k).tendsto 0
    have h0 : nominalStress k 0 = 0 := by
      rw [nominalStress_eq]
      ring
    rw [h0] at h
    exact h.mono_left nhdsWithin_le_nhds

/-- The energy tends to the finite value `k/8` as the bar is compressed to zero length. -/
theorem energy_collapse (k : ℝ) : Tendsto (energy k) (𝓝[>] 0) (𝓝 (k / 8)) := by
  have h := (energy_hasDerivAt k 0).continuousAt.tendsto
  have h0 : energy k 0 = k / 8 := by
    simp only [energy, greenStrain]
    ring
  rw [h0] at h
  exact h.mono_left nhdsWithin_le_nhds

/-- At positive stretch the nominal stress is never below `-k/(3√3)`, and it takes this value
exactly at the stretch `1/√3`. -/
theorem nominalStress_lower_bound {k s : ℝ} (hk : 0 < k) (hs : 0 < s) :
    -(k * criticalStretch / 3) ≤ nominalStress k s ∧
    (nominalStress k s = -(k * criticalStretch / 3) ↔ s = criticalStretch) := by
  have hc := criticalStretch_pos
  -- the distance to the bound has a double root at the critical stretch
  have fac : nominalStress k s + k * criticalStretch / 3
      = (k / 2 * (s + 2 * criticalStretch)) * (s - criticalStretch) ^ 2 := by
    rw [nominalStress_eq]
    linear_combination (k * s / 2 - k * criticalStretch / 3) * criticalStretch_sq
  have hp : 0 < k / 2 * (s + 2 * criticalStretch) := by positivity
  refine ⟨?_, ?_, ?_⟩
  · have h := mul_nonneg hp.le (sq_nonneg (s - criticalStretch))
    linarith
  · intro h
    have hz : (k / 2 * (s + 2 * criticalStretch)) * (s - criticalStretch) ^ 2 = 0 := by
      linarith
    have h2 := (mul_eq_zero.1 hz).resolve_left hp.ne'
    exact sub_eq_zero.1 (pow_eq_zero_iff (two_ne_zero)|>.1 h2)
  · intro h
    have hz : (s - criticalStretch) ^ 2 = 0 := by
      rw [h]
      ring
    rw [hz, mul_zero] at fac
    linarith

/-- Under a compressive load `p` strictly between zero and `k/(3√3)` the bar has exactly two
positive equilibrium stretches, one below `1/√3` and one between `1/√3` and `1`. -/
theorem two_equilibria {k p : ℝ} (hk : 0 < k) (hp : 0 < p)
    (hpk : p < k * criticalStretch / 3) :
    ∃ s₁ ∈ Ioo 0 criticalStretch, ∃ s₂ ∈ Ioo criticalStretch 1,
      ∀ s : ℝ, 0 < s → (nominalStress k s = -p ↔ s = s₁ ∨ s = s₂) := by
  have hc := criticalStretch_pos
  have hc1 : criticalStretch < 1 := by nlinarith [criticalStretch_sq]
  have hmin := (nominalStress_lower_bound hk hc).2.2 rfl
  have h0 : nominalStress k 0 = 0 := by
    rw [nominalStress_eq]
    ring
  have h1 : nominalStress k 1 = 0 := by
    rw [nominalStress_eq]
    ring
  obtain ⟨anti, mono, _⟩ := nominalStress_softening hk
  -- one solution on each branch by the intermediate value theorem
  obtain ⟨s₁, m₁, e₁⟩ := intermediate_value_Ioo' hc.le
    (nominalStress_continuous k).continuousOn
    (show -p ∈ Ioo (nominalStress k criticalStretch) (nominalStress k 0) from
      ⟨by linarith, by linarith⟩)
  obtain ⟨s₂, m₂, e₂⟩ := intermediate_value_Ioo hc1.le
    (nominalStress_continuous k).continuousOn
    (show -p ∈ Ioo (nominalStress k criticalStretch) (nominalStress k 1) from
      ⟨by linarith, by linarith⟩)
  refine ⟨s₁, m₁, s₂, m₂, fun s hs => ⟨fun h => ?_, ?_⟩⟩
  · -- strict monotonicity leaves no further solution on either branch
    rcases le_total s criticalStretch with hle | hge
    · exact Or.inl (anti.injOn ⟨hs, hle⟩ ⟨m₁.1, m₁.2.le⟩ (h.trans e₁.symm))
    · exact Or.inr (mono.injOn hge m₂.1.le (h.trans e₂.symm))
  · rintro (h | h)
    · rw [h, e₁]
    · rw [h, e₂]

end

end GreenStrainSoftening
```

```lean
#print axioms GreenStrainSoftening.nominalStress_softening
-- 'GreenStrainSoftening.nominalStress_softening' depends on axioms: [propext, Classical.choice, Quot.sound]
#print axioms GreenStrainSoftening.energy_collapse
-- 'GreenStrainSoftening.energy_collapse' depends on axioms: [propext, Classical.choice, Quot.sound]
#print axioms GreenStrainSoftening.two_equilibria
-- 'GreenStrainSoftening.two_equilibria' depends on axioms: [propext, Classical.choice, Quot.sound]
```

## From the energy to the stress

The constant $k$ is the modulus of the undeformed bar, since $W''(1)=k$. By the chain rule,

$$P(s)=kE\,\frac{dE}{ds}=\frac{k\,s\,(s^2-1)}{2}.$$

In the file, `nominalStress` is defined as Mathlib's `deriv` of the energy. The theorem `energy_hasDerivAt` shows that this derivative exists at every real $s$, and `nominalStress_eq` gives the closed form.

## Where the stress turns

Write $c=1/\sqrt3$ for `criticalStretch`, so that $3c^2=1$. For two stretches $s<t$,

$$P(t)-P(s)=\frac k2\,(t-s)\,(t^2+ts+s^2-1).$$

If $0<s<t\le c$, then $t^2+ts+s^2<3t^2\le1$, and the difference is negative. If $c\le s<t$, then $t^2+ts+s^2>3s^2\ge1$, and it is positive. Finally, $P$ is continuous and $P(0)=0$, so the stress vanishes as $s\to0^+$.

These are the three parts of `nominalStress_softening`: `StrictAntiOn` on `Ioc 0 criticalStretch`, which is $(0,c]$; `StrictMonoOn` on `Ici criticalStretch`, which is $[c,\infty)$; and a limit along `𝓝[>] 0`, the approach to zero from above. The proof states the factorisation as `diff`, and the inequalities `a1`, `a2` and `a3` bound the three quadratic terms as above.

Read as compression proceeds, the resistance grows until $s=c$ and then fades to nothing. Crushing the bar to zero length costs only a finite energy: `energy_collapse` gives the limit $W\to k/8$.

## The largest compressive load the bar can carry

The distance from the stress to its minimum has a double root. Using $3c^2=1$,

$$P(s)+\frac{kc}{3}=\frac k2\,(s+2c)(s-c)^2.$$

For $s>0$ the right side is non-negative and vanishes only at $s=c$. Hence $P(s)\ge-kc/3=-k/(3\sqrt3)$, with equality exactly at the critical stretch, as `nominalStress_lower_bound` states. In its proof, `linear_combination` is given the multiple of $3c^2=1$ that turns one side of the factorisation into the other, and checks the resulting identity.

Now apply a compressive dead load $p$, a fixed force per unit reference area. Equilibrium means $P(s)=-p$. For $0<p<k/(3\sqrt3)$, `two_equilibria` finds exactly two positive solutions, $s_1\in(0,c)$ and $s_2\in(c,1)$. Since $P(0)=P(1)=0$ and $P(c)=-kc/3<-p$, continuity gives a solution on each side of $c$. Strict monotonicity makes each one unique on its branch, and beyond $s=1$ the stress is positive. A load above $k/(3\sqrt3)$ has no equilibrium at all, by the lower bound.

## How the intermediate value theorem enters

Existence on the falling branch rests on `intermediate_value_Ioo'`, the version for a function whose value at the right end is the smaller one. For $f$ continuous on $[a,b]$, it says that the open interval $(f(b),f(a))$ is contained in the image of $(a,b)$. Applied to the proof that $-p$ lies in $(P(c),P(0))$, this inclusion returns a stretch strictly between $0$ and $c$ together with its equation. The unprimed version handles the rising branch. Uniqueness then comes from `injOn`, which turns strict monotonicity into injectivity.

## A load with rational equilibria

Take $k=343$ and $p=60$ in the same units. The largest supportable compressive load is $343/(3\sqrt3)\approx66.0$, so two equilibria exist. They are $s_1=3/7$ and $s_2=5/7$:

$$\frac{343}{2}\cdot\frac37\cdot\frac{40}{49}=60,\qquad \frac{343}{2}\cdot\frac57\cdot\frac{24}{49}=60.$$

The cubic's third root, $-8/7$, is not a positive stretch.

## Consequences for simulation

For this one-parameter, homogeneously deformed bar, quadratic Green-strain elasticity is unsuitable under strong compression; in a simulation, an element with this energy offers ever less resistance once it is pressed below $1/\sqrt3$ of its reference length. The model leaves out buckling and lateral deformation, and the theorems count equilibria without classifying their stability. The sign of $W''(s)=k(3s^2-1)/2$ indicates that under dead load $s_2$ is a local minimum of $W+ps$ and $s_1$ a local maximum.
